# The symmetric part of a real square matrix is its unique nearest symmetric matrix in the Frobenius norm

Let $A$ be a real square matrix, $A^T$ its transpose, and $\|X\|^2=\sum_{i,j}X_{ij}^2$ the squared Frobenius norm. For every symmetric $C$,

$$\|A-C\|^2=\left\|\tfrac12(A-A^T)\right\|^2+\left\|\tfrac12(A+A^T)-C\right\|^2 .$$

The first term on the right does not depend on $C$, and the second vanishes only at $C=\tfrac12(A+A^T)$. That matrix is therefore the one closest symmetric matrix to $A$.

A Hessian built from finite differences of gradients is a typical $A$: its two estimates of the same mixed derivative generally disagree. For such a finite matrix, averaging them before a geometry optimisation or a vibrational analysis is the least change, in the Frobenius sense, that restores symmetry.

## Matrices, norm and the two parts

The rows and columns are labelled by a finite type `n`, for instance the Cartesian coordinates of the nuclei. Any finite size is allowed.

```lean
import Mathlib

open Matrix

namespace NearestSymmetricMatrix

noncomputable section

variable {n : Type*} [Fintype n]
```

The function `frobSq` is the squared norm, without a square root. Minimising it is the same as minimising the norm itself.

```lean
/-- The squared Frobenius norm of a real square matrix: the sum of its squared entries. -/
def frobSq (A : Matrix n n ℝ) : ℝ := ∑ i, ∑ j, A i j ^ 2
```

Write $S=\tfrac12(A+A^T)$ for the symmetric part, which is `symPart A` in Lean.

```lean
omit [Fintype n] in
/-- The symmetric part `(A + Aᵀ)/2` of a matrix. -/
def symPart (A : Matrix n n ℝ) : Matrix n n ℝ := (1 / 2 : ℝ) • (A + Aᵀ)
```

Write $K=\tfrac12(A-A^T)$ for the antisymmetric part, `antiPart A`. Then $A=K+S$.

```lean
omit [Fintype n] in
/-- The antisymmetric part `(A - Aᵀ)/2` of a matrix. -/
def antiPart (A : Matrix n n ℝ) : Matrix n n ℝ := (1 / 2 : ℝ) • (A - Aᵀ)
```

## A sum of squares vanishes only at the zero matrix

Every term $X_{ij}^2$ is nonnegative, so $\|X\|^2\ge 0$.

```lean
/-- The squared Frobenius norm is nonnegative. -/
theorem frobSq_nonneg (A : Matrix n n ℝ) : 0 ≤ frobSq A :=
  Finset.sum_nonneg fun _ _ => Finset.sum_nonneg fun _ _ => sq_nonneg _
```

If the sum is zero, each term must be zero, and hence $X=0$. Lean applies this argument twice, first to the sum over rows $i$ and then to the sum over $j$ within a row. Uniqueness of the nearest matrix will rest on this fact.

```lean
/-- A matrix with vanishing Frobenius norm is zero. -/
theorem eq_zero_of_frobSq {A : Matrix n n ℝ} (h : frobSq A = 0) : A = 0 := by
  unfold frobSq at h
  have h1 : ∀ i ∈ Finset.univ, ∑ j, A i j ^ 2 = 0 := by
    refine (Finset.sum_eq_zero_iff_of_nonneg ?_).mp h
    intro i _
    exact Finset.sum_nonneg fun j _ => sq_nonneg _
  ext i j
  have h2 : ∀ j ∈ Finset.univ, A i j ^ 2 = 0 := by
    refine (Finset.sum_eq_zero_iff_of_nonneg ?_).mp (h1 i (Finset.mem_univ i))
    intro j _
    exact sq_nonneg _
  simpa using h2 j (Finset.mem_univ j)
```

## Symmetric and antisymmetric matrices are orthogonal

Exchanging $i$ and $j$ leaves $S_{ij}=\tfrac12(A_{ij}+A_{ji})$ unchanged and reverses the sign of $K_{ij}=\tfrac12(A_{ij}-A_{ji})$. So $S^T=S$, written `IsSymm` in Lean, and $K^T=-K$.

```lean
omit [Fintype n] in
/-- The symmetric part is symmetric, and the antisymmetric part changes sign under
transposition. -/
theorem parts_transpose (A : Matrix n n ℝ) :
    (symPart A).IsSymm ∧ (antiPart A)ᵀ = -antiPart A := by
  constructor
  · refine Matrix.IsSymm.ext fun i j => ?_
    simp only [symPart, Matrix.smul_apply, Matrix.add_apply, Matrix.transpose_apply, smul_eq_mul]
    ring
  · ext i j
    simp only [antiPart, Matrix.smul_apply, Matrix.sub_apply, Matrix.neg_apply,
      Matrix.transpose_apply, smul_eq_mul]
    ring
```

Now let $K$ be any antisymmetric and $S$ any symmetric matrix. Expanding the square gives

$$\|K+S\|^2=\|K\|^2+\|S\|^2+2\sum_{i,j}K_{ij}S_{ij}.$$

Renaming the summation indices in the cross term, and then using the two symmetries, gives

$$\sum_{i,j}K_{ij}S_{ij}=\sum_{i,j}K_{ji}S_{ji}=-\sum_{i,j}K_{ij}S_{ij}.$$

A number equal to its own negative is zero, so the squared norms add. In the proof, `hx` is the sign flip, with `Finset.sum_comm` exchanging the sums, and `he` is the expansion. The final `linarith` combines them.

```lean
/-- The squared Frobenius norms of an antisymmetric and a symmetric matrix add. -/
theorem frobSq_add {K S : Matrix n n ℝ} (hK : Kᵀ = -K) (hS : S.IsSymm) :
    frobSq (K + S) = frobSq K + frobSq S := by
  -- exchanging the two indices flips the sign of the cross term
  have hx : ∑ i, ∑ j, K i j * S i j = -∑ i, ∑ j, K i j * S i j := by
    calc ∑ i, ∑ j, K i j * S i j = ∑ i, ∑ j, K j i * S j i := Finset.sum_comm
      _ = -∑ i, ∑ j, K i j * S i j := by
        simp only [← Finset.sum_neg_distrib]
        refine Finset.sum_congr rfl fun i _ => Finset.sum_congr rfl fun j _ => ?_
        have h1 : K j i = -K i j := by
          rw [← Matrix.transpose_apply K i j, hK, Matrix.neg_apply]
        rw [h1, hS.apply i j]
        ring
  have he : frobSq (K + S) = frobSq K + frobSq S + 2 * ∑ i, ∑ j, K i j * S i j := by
    simp only [frobSq, Finset.mul_sum, ← Finset.sum_add_distrib, Matrix.add_apply]
    refine Finset.sum_congr rfl fun i _ => Finset.sum_congr rfl fun j _ => ?_
    ring
  linarith
```

## The error splits, with or without weights

Let $W$ be any real square matrix of the same size, and measure the error of $C$ by $\|W(A-C)W^T\|^2$. With $W=M^{-1/2}$, where $M$ is the diagonal matrix of nuclear masses, this is the error in the mass-weighted Hessian. A diagonal $W$ also describes a change of units for individual coordinates, which matters when lengths and angles are mixed.

With $K$ and $S$ again the two parts of $A$, start from

$$A-C=K+(S-C).$$

The second term, $S-C$, is symmetric because $S$ and $C$ are. The map $X\mapsto WXW^T$ preserves both symmetry types:

$$(WKW^T)^T=WK^TW^T=-WKW^T,\qquad (W(S-C)W^T)^T=W(S-C)W^T.$$

The orthogonality result then gives

$$\|W(A-C)W^T\|^2=\|WKW^T\|^2+\|W(S-C)W^T\|^2 .$$

In Lean, `hsplit` is the decomposition. After `apply frobSq_add`, the two remaining goals are the two symmetry statements. Nothing is required of $W$ here, not even invertibility.

```lean
/-- For every weight matrix `W` and symmetric `C`, the weighted squared error of `C` splits into
the contribution of the antisymmetric part of `A` and that of `symPart A - C`. -/
theorem weighted_pythagoras (W A : Matrix n n ℝ) {C : Matrix n n ℝ} (hC : C.IsSymm) :
    frobSq (W * (A - C) * Wᵀ) =
      frobSq (W * antiPart A * Wᵀ) + frobSq (W * (symPart A - C) * Wᵀ) := by
  have hsplit : A - C = antiPart A + (symPart A - C) := by
    ext i j
    simp only [antiPart, symPart, Matrix.smul_apply, Matrix.sub_apply, Matrix.add_apply,
      Matrix.transpose_apply, smul_eq_mul]
    ring
  have hK := (parts_transpose A).2
  have hS : (symPart A - C)ᵀ = symPart A - C := by
    rw [Matrix.transpose_sub, (parts_transpose A).1.eq, hC.eq]
  rw [hsplit, Matrix.mul_add, Matrix.add_mul]
  -- the congruence by `W` preserves both symmetry types
  apply frobSq_add
  · simp only [Matrix.transpose_mul, Matrix.transpose_transpose, hK, Matrix.neg_mul,
      Matrix.mul_neg, Matrix.mul_assoc]
  · unfold Matrix.IsSymm
    rw [Matrix.transpose_mul, Matrix.transpose_mul, Matrix.transpose_transpose, hS,
      Matrix.mul_assoc]
```

Setting $W=1$ gives the identity stated at the start.

```lean
/-- The squared Frobenius distance from `A` to a symmetric `C` is the squared norm of the
antisymmetric part of `A` plus the squared distance from the symmetric part of `A` to `C`. -/
theorem pythagoras (A : Matrix n n ℝ) {C : Matrix n n ℝ} (hC : C.IsSymm) :
    frobSq (A - C) = frobSq (antiPart A) + frobSq (symPart A - C) := by
  classical
  simpa using weighted_pythagoras (1 : Matrix n n ℝ) A hC
```

## The minimiser is unique and independent of the weight

Assume now that $W$ is invertible, which Lean expresses as `IsUnit W.det`, a nonzero determinant. For mass weighting this holds because the masses are positive and finite.

Suppose a symmetric $B$ is at least as close to $A$ as every symmetric $C$. Compare it with the choice $C=S$, for which the second term of the split is zero:

$$\|WKW^T\|^2+\|W(S-B)W^T\|^2\le\|WKW^T\|^2 .$$

Hence $W(S-B)W^T=0$. Multiplying by $W^{-1}$ on the left and by $(W^{-1})^T$ on the right gives $S-B=0$, so $B=S$.

Conversely, if $B=S$, its error is $\|WKW^T\|^2$, and any other symmetric $C$ adds a nonnegative term to that.

The theorem states both directions as an equivalence. In the proof, `h1` is the comparison with $S$, `h2` the vanishing of the weighted difference, and `h3` the removal of the weight. Since `symPart A` contains no $W$, all invertible weights of this form select the same matrix. Weights attached separately to each entry $(i,j)$ are not covered.

```lean
/-- For any invertible weight `W`, a symmetric matrix `B` minimises the weighted distance to `A`
among symmetric matrices exactly when `B` is the symmetric part of `A`. -/
theorem weighted_nearest_iff [DecidableEq n] (W : Matrix n n ℝ) (hW : IsUnit W.det)
    (A B : Matrix n n ℝ) (hB : B.IsSymm) :
    (∀ C : Matrix n n ℝ, C.IsSymm →
      frobSq (W * (A - B) * Wᵀ) ≤ frobSq (W * (A - C) * Wᵀ)) ↔ B = symPart A := by
  have h0 : frobSq (W * (symPart A - symPart A) * Wᵀ) = 0 := by simp [frobSq]
  constructor
  · intro h
    have h1 := h (symPart A) (parts_transpose A).1
    rw [weighted_pythagoras W A hB, weighted_pythagoras W A (parts_transpose A).1, h0] at h1
    have h2 : W * (symPart A - B) * Wᵀ = 0 :=
      eq_zero_of_frobSq (le_antisymm (by linarith) (frobSq_nonneg _))
    -- undo the weighting
    have hV : W⁻¹ * W = 1 := Matrix.nonsing_inv_mul W hW
    have h3 : symPart A - B = 0 := by
      calc symPart A - B = (W⁻¹ * W) * (symPart A - B) * (W⁻¹ * W)ᵀ := by
            rw [hV, Matrix.transpose_one, Matrix.one_mul, Matrix.mul_one]
        _ = W⁻¹ * (W * (symPart A - B) * Wᵀ) * (W⁻¹)ᵀ := by
            rw [Matrix.transpose_mul]
            simp only [Matrix.mul_assoc]
        _ = 0 := by rw [h2, Matrix.mul_zero, Matrix.zero_mul]
    exact (sub_eq_zero.mp h3).symm
  · intro h C hC
    rw [h, weighted_pythagoras W A (parts_transpose A).1, weighted_pythagoras W A hC, h0]
    linarith [frobSq_nonneg (W * (symPart A - C) * Wᵀ)]
```

The unweighted statement is again the case $W=1$. It concerns symmetry alone: no secant condition is imposed, as a quasi-Newton update would require, and $S$ need not be positive definite.

```lean
/-- A symmetric matrix `B` is a closest symmetric matrix to `A` in the Frobenius norm exactly
when `B` is the symmetric part of `A`. -/
theorem nearest_iff (A B : Matrix n n ℝ) (hB : B.IsSymm) :
    (∀ C : Matrix n n ℝ, C.IsSymm → frobSq (A - B) ≤ frobSq (A - C)) ↔ B = symPart A := by
  classical
  simpa using weighted_nearest_iff (1 : Matrix n n ℝ) (by simp) A B hB
```

## The least distance

The error that remains at the minimum is $\|K\|^2$. Written out,

$$\|K\|^2=\tfrac14\sum_{i,j}(A_{ij}-A_{ji})^2
=\tfrac14\sum_{i,j}A_{ij}^2+\tfrac14\sum_{i,j}A_{ji}^2-\tfrac12\sum_{i,j}A_{ij}A_{ji}.$$

The first two sums both equal $\|A\|^2$, and the third is $\operatorname{tr}A^2$. Therefore

$$\min_{C=C^T}\|A-C\|^2=\tfrac12\left(\|A\|^2-\operatorname{tr}A^2\right).$$

Lean's `IsLeast` says that this number is the squared distance to some symmetric matrix and that no symmetric matrix gives a smaller one. The facts `hs`, `ht` and `he` are the equality of the first two sums, the trace formula and the expansion. The two halves of the proof then use $C=S$ and the split for a general $C$.

```lean
/-- The least squared Frobenius distance from `A` to a symmetric matrix is
`(‖A‖² - tr A²)/2`. -/
theorem least_distance (A : Matrix n n ℝ) :
    IsLeast {d : ℝ | ∃ C : Matrix n n ℝ, C.IsSymm ∧ frobSq (A - C) = d}
      ((frobSq A - (A * A).trace) / 2) := by
  have hs : ∑ i, ∑ j, A j i ^ 2 = frobSq A := by
    unfold frobSq
    exact Finset.sum_comm
  have ht : (A * A).trace = ∑ i, ∑ j, A i j * A j i := by
    simp [Matrix.trace, Matrix.mul_apply]
  have he : frobSq (antiPart A) = (1 / 4) * frobSq A + (1 / 4) * ∑ i, ∑ j, A j i ^ 2
      - (1 / 2) * ∑ i, ∑ j, A i j * A j i := by
    simp only [frobSq, antiPart, Finset.mul_sum, ← Finset.sum_add_distrib,
      ← Finset.sum_sub_distrib, Matrix.smul_apply, Matrix.sub_apply, Matrix.transpose_apply,
      smul_eq_mul]
    refine Finset.sum_congr rfl fun i _ => Finset.sum_congr rfl fun j _ => ?_
    ring
  rw [hs, ← ht] at he
  constructor
  · refine ⟨symPart A, (parts_transpose A).1, ?_⟩
    have h0 : frobSq (symPart A - symPart A) = 0 := by simp [frobSq]
    rw [pythagoras A (parts_transpose A).1, h0, he]
    ring
  · rintro d ⟨C, hC, rfl⟩
    rw [pythagoras A hC, he]
    linarith [frobSq_nonneg (symPart A - C)]
```

## Symmetrising a Hessian estimate reduces its total error

Let $H$ be the exact Hessian and $A$ an estimate of it. The symmetry of $H$ is a hypothesis; physically it stands for an energy smooth enough that mixed second derivatives commute. Taking $C=H$ in the identity gives

$$\|A-H\|^2=\|K\|^2+\|S-H\|^2 .$$

If $A$ is not symmetric, then $K\neq0$ and $\|K\|^2>0$, so $\|S-H\|^2<\|A-H\|^2$. The proof obtains `hne` by contradiction: a vanishing $\|K\|^2$ would force $A_{ij}=A_{ji}$ for all $i,j$.

The theorem concerns the error summed over all entries. It bounds the part that survives, $\|S-H\|^2$, only by the original error $\|A-H\|^2$, which is itself unknown when $H$ is. The surviving part is whatever symmetric error the estimate has.

```lean
/-- If the exact Hessian `H` is symmetric and its estimate `A` is not, then symmetrising `A`
strictly reduces the Frobenius error. -/
theorem symmetrisation_reduces_error {A H : Matrix n n ℝ} (hH : H.IsSymm) (hA : ¬ A.IsSymm) :
    frobSq (symPart A - H) < frobSq (A - H) := by
  have hne : frobSq (antiPart A) ≠ 0 := by
    intro h
    apply hA
    have h0 := eq_zero_of_frobSq h
    refine Matrix.IsSymm.ext fun i j => ?_
    have h1 : antiPart A i j = 0 := by simp [h0]
    simp only [antiPart, Matrix.smul_apply, Matrix.sub_apply, Matrix.transpose_apply,
      smul_eq_mul] at h1
    linarith
  have hpos : 0 < frobSq (antiPart A) := lt_of_le_of_ne (frobSq_nonneg _) (Ne.symm hne)
  rw [pythagoras A hH]
  linarith

end

end NearestSymmetricMatrix
```

```lean
#print axioms NearestSymmetricMatrix.nearest_iff
-- 'NearestSymmetricMatrix.nearest_iff' depends on axioms: [propext, Classical.choice, Quot.sound]
#print axioms NearestSymmetricMatrix.least_distance
-- 'NearestSymmetricMatrix.least_distance' depends on axioms: [propext, Classical.choice, Quot.sound]
#print axioms NearestSymmetricMatrix.symmetrisation_reduces_error
-- 'NearestSymmetricMatrix.symmetrisation_reduces_error' depends on axioms: [propext, Classical.choice, Quot.sound]
```

## A two-by-two example

Take

$$A=\begin{pmatrix}2&1\\3&4\end{pmatrix},\qquad H=\begin{pmatrix}2&1\\1&5\end{pmatrix}.$$

The two parts of $A$ are

$$S=\begin{pmatrix}2&2\\2&4\end{pmatrix},\qquad K=\begin{pmatrix}0&-1\\1&0\end{pmatrix}.$$

Here $\|K\|^2=2$. The trace formula agrees: $\|A\|^2=4+1+9+16=30$ and $\operatorname{tr}A^2=4+2\cdot3+16=26$, so the least squared distance is $(30-26)/2=2$.

The errors relative to $H$ are

$$A-H=\begin{pmatrix}0&0\\2&-1\end{pmatrix},\qquad S-H=\begin{pmatrix}0&1\\1&-1\end{pmatrix},$$

with squared norms $5$ and $3$, and $5=2+3$ as the identity demands. The entry $(1,2)$ was exact before symmetrisation and is off by $1$ afterwards, although the total error has fallen.

With the weight $W=\operatorname{diag}(1,2)$, the off-diagonal entries are multiplied by $2$ and the entry $(2,2)$ by $4$. The three squared norms become $32$, $8$ and $24$, and again $32=8+24$.
